# The purity of an N-qubit state as a Hamming-weighted sum over all local Pauli measurements

Let $\rho$ be the density matrix of $N$ qubits. Its purity $\mathrm{Tr}\,\rho^2$ is quadratic in $\rho$, so it is not the expectation value of a fixed observable on a single copy. The data considered here come from single copies: in each run every qubit is measured in one of the Pauli bases X, Y or Z. A list $b=(b_0,\dots,b_{N-1})$ records the chosen bases, a bit string $s$ records the outcomes, and $P_b(s)$ is the probability of $s$ given $b$. With $D(s,t)$ the Hamming distance, the number of qubits on which $s$ and $t$ differ, the purity is

$$\mathrm{Tr}\,\rho^2=\left(\tfrac23\right)^N\sum_{b}\sum_{s,t}(-2)^{-D(s,t)}\,P_b(s)\,P_b(t).$$

The sum runs over all $3^N$ basis lists and, for each list, over all pairs of outcomes. For a subsystem of $N$ qubits, $\rho$ is the reduced density matrix, and $-\log\mathrm{Tr}\,\rho^2$ is its second Rényi entropy. If the whole system is in a pure state, this entropy quantifies the entanglement between the subsystem and the rest; for a mixed global state it also contains classical mixing. The formula thus gives access to this entropy in quantum simulators, for finitely many qubits and with ideal probabilities in every basis list.

```lean
import Mathlib

open Matrix
open scoped Kronecker ComplexOrder

namespace PurityFromPauliMeasurements

noncomputable section
```

## Bit strings, Pauli bases and Born values

A bit string is a function from qubit labels to $\{0,1\}$. The same type labels the computational basis states and the measurement outcomes, so an $N$-qubit operator is a complex matrix whose rows and columns are indexed by `Bits N`.

```lean
/-- Bit strings of length `N`: computational basis labels and measurement outcomes. -/
abbrev Bits (N : ℕ) := Fin N → Fin 2
```

The Pauli matrices are written $\tau_0=X$, $\tau_1=Y$, $\tau_2=Z$, since the letter $\sigma$ will denote a second $N$-qubit matrix.

```lean
/-- The three Pauli matrices X, Y, Z. -/
def pauli : Fin 3 → Matrix (Fin 2) (Fin 2) ℂ :=
  ![!![0, 1; 1, 0], !![0, -Complex.I; Complex.I, 0], !![1, 0; 0, -1]]
```

Outcome $s=0$ stands for the eigenvalue $+1$ and $s=1$ for $-1$. The projector for outcome $s$ in basis $b$ of one qubit is

$$\Pi_{b,s}=\tfrac12\left(1+(-1)^s\tau_b\right).$$

```lean
/-- The one-qubit projector for outcome `s` of a measurement in Pauli basis `b`. -/
def proj (b : Fin 3) (s : Fin 2) : Matrix (Fin 2) (Fin 2) ℂ :=
  (1 / 2 : ℂ) • (1 + (-1 : ℂ) ^ (s : ℕ) • pauli b)
```

For $N$ qubits, the projector is the tensor product $E_{b,s}=\bigotimes_m\Pi_{b_m,s_m}$, whose matrix elements are

$$(E_{b,s})_{ij}=\prod_m(\Pi_{b_m,s_m})_{i_mj_m}.$$

The code calls it `effect`, the general term for a measurement operator; here it is always a projector.

```lean
/-- The tensor product of the one-qubit projectors for bases `b` and outcomes `s`. -/
def effect {N : ℕ} (b : Fin N → Fin 3) (s : Bits N) : Matrix (Bits N) (Bits N) ℂ :=
  Matrix.of fun i j => ∏ m, proj (b m) (s m) (i m) (j m)
```

The Born rule gives $P_b(s)=\mathrm{Tr}(\rho E_{b,s})$. In `prob` the real part is taken, so that the value is a real number for any matrix $\rho$.

```lean
/-- The Born rule: the real part of the trace of `ρ` times the outcome projector. -/
def prob {N : ℕ} (ρ : Matrix (Bits N) (Bits N) ℂ) (b : Fin N → Fin 3) (s : Bits N) : ℝ :=
  (ρ * effect b s).trace.re
```

The last definition is the swap operator $S$ on two copies of the system, $S\,|j\rangle|l\rangle=|l\rangle|j\rangle$. Its element in row $(i,k)$ and column $(j,l)$ is $1$ if $i=l$ and $k=j$, and $0$ otherwise.

```lean
/-- The operator that exchanges two copies of an `N`-qubit system. -/
def swapOp (N : ℕ) : Matrix (Bits N × Bits N) (Bits N × Bits N) ℂ :=
  Matrix.of fun p q => if p = q.swap then 1 else 0
```

## The projectors describe Pauli measurements

Each Pauli matrix satisfies $\tau_b^\dagger=\tau_b$ and $\tau_b^2=1$. The proof compares all matrix elements for the three values of $b$.

```lean
/-- Each Pauli matrix is Hermitian and squares to the identity. -/
theorem pauli_involution (b : Fin 3) : (pauli b)ᴴ = pauli b ∧ pauli b * pauli b = 1 := by
  constructor <;> fin_cases b <;> ext i j <;> fin_cases i <;> fin_cases j <;>
    simp [pauli, Matrix.mul_apply, Fin.sum_univ_two]
```

Hermiticity of $\Pi_{b,s}$ follows at once. The square is

$$\Pi_{b,s}^2=\tfrac14\left(1+2(-1)^s\tau_b+\tau_b^2\right)=\Pi_{b,s},$$

and multiplication by the Pauli matrix gives

$$\tau_b\Pi_{b,s}=\tfrac12\left(\tau_b+(-1)^s\right)=(-1)^s\,\Pi_{b,s}.$$

So $\Pi_{b,s}$ projects onto states with eigenvalue $(-1)^s$. The proof treats the two outcomes separately and uses $\tau_b^2=1$ in the last two parts.

```lean
/-- The one-qubit projectors are Hermitian and idempotent, and their range lies in the eigenspace of
the Pauli matrix with eigenvalue `(-1)^s`. -/
theorem proj_spectral (b : Fin 3) (s : Fin 2) :
    (proj b s)ᴴ = proj b s ∧ proj b s * proj b s = proj b s ∧
      pauli b * proj b s = (-1 : ℂ) ^ (s : ℕ) • proj b s := by
  obtain ⟨hh, hs⟩ := pauli_involution b
  refine ⟨?_, ?_, ?_⟩
  · fin_cases s <;> simp [proj, Matrix.conjTranspose_smul, hh]
  · fin_cases s <;>
      simp only [proj, Matrix.smul_mul, Matrix.mul_smul, mul_add, add_mul, one_mul, mul_one,
        hs] <;> norm_num <;> module
  · fin_cases s <;>
      simp only [proj, Matrix.mul_smul, mul_add, mul_one, hs] <;> norm_num <;> module
```

For a density matrix, that is, for $\rho\ge0$ with $\mathrm{Tr}\,\rho=1$, the numbers $P_b(s)$ form a probability distribution for each $b$. The tensor product $E=E_{b,s}$ inherits $E^\dagger=E$ and $E^2=E$ from its factors, hence

$$\mathrm{Tr}(\rho E)=\mathrm{Tr}(\rho E^2)=\mathrm{Tr}(E\rho E)\ge0,$$

because $E\rho E$ is again positive semidefinite. The outcomes are complete on each qubit, $\Pi_{b,0}+\Pi_{b,1}=1$, and therefore

$$\sum_sE_{b,s}=\bigotimes_m\left(\Pi_{b_m,0}+\Pi_{b_m,1}\right)=1,\qquad \sum_sP_b(s)=\mathrm{Tr}\,\rho=1.$$

In the code, `hH` and `hI` are the two properties of $E$, and `hsum` is the completeness relation. The lemma `Finset.prod_univ_sum` exchanges a product over qubits of one-qubit sums with a sum over whole strings.

```lean
/-- For a density matrix (positive semidefinite, unit trace) the Born values are
nonnegative and sum to one in every list of Pauli bases. -/
theorem prob_distribution {N : ℕ} {ρ : Matrix (Bits N) (Bits N) ℂ} (hρ : ρ.PosSemidef)
    (htr : ρ.trace = 1) (b : Fin N → Fin 3) :
    (∀ s, 0 ≤ prob ρ b s) ∧ ∑ s, prob ρ b s = 1 := by
  constructor
  · intro s
    have hH : (effect b s)ᴴ = effect b s := by
      ext i j
      simp only [effect, Matrix.conjTranspose_apply, Matrix.of_apply, star_prod]
      refine Finset.prod_congr rfl fun m _ => ?_
      exact congrFun (congrFun (proj_spectral (b m) (s m)).1 (i m)) (j m)
    have hI : effect b s * effect b s = effect b s := by
      ext i j
      simp only [effect, Matrix.mul_apply, Matrix.of_apply, ← Finset.prod_mul_distrib]
      calc _ = ∏ m, ∑ x, proj (b m) (s m) (i m) x * proj (b m) (s m) x (j m) := by
            simp only [Finset.prod_univ_sum, Fintype.piFinset_univ]
        _ = _ := Finset.prod_congr rfl fun m _ => by
            rw [← Matrix.mul_apply, (proj_spectral (b m) (s m)).2.1]
    -- the trace equals that of the positive matrix E ρ E
    have h := (hρ.conjTranspose_mul_mul_same (effect b s)).trace_nonneg
    rw [hH, Matrix.trace_mul_comm, ← Matrix.mul_assoc, hI, Matrix.trace_mul_comm] at h
    exact (Complex.nonneg_iff.mp h).1
  · have hsum : ∑ s, effect b s = 1 := by
      ext i j
      simp only [effect, Matrix.sum_apply, Matrix.of_apply]
      calc _ = ∏ m, ∑ x, proj (b m) x (i m) (j m) := by
            simp only [Finset.prod_univ_sum, Fintype.piFinset_univ]
        _ = ∏ m, (1 : Matrix (Fin 2) (Fin 2) ℂ) (i m) (j m) :=
            Finset.prod_congr rfl fun m _ => by
              simp only [Fin.sum_univ_two, proj, Matrix.smul_apply, Matrix.add_apply,
                smul_eq_mul, Fin.val_zero, Fin.val_one, pow_zero, pow_one]
              ring
        _ = _ := by
            by_cases h : i = j
            · subst h; simp
            · obtain ⟨m, hm⟩ := Function.ne_iff.mp h
              rw [Matrix.one_apply_ne h]
              exact Finset.prod_eq_zero (Finset.mem_univ m) (Matrix.one_apply_ne hm)
    simp only [prob]
    rw [← Complex.re_sum, ← Matrix.trace_sum, ← Matrix.mul_sum, hsum, mul_one, htr,
      Complex.one_re]
```

## The distance-dependent weight produces a swap

The weight factorises over the qubits. Every qubit on which $s$ and $t$ differ contributes $(-2)^{-1}$, and every other qubit contributes $1$:

$$(-2)^{-D(s,t)}=\prod_m w(s_m,t_m),\qquad w(s,t)=\begin{cases}1&s=t\\-\tfrac12&s\ne t.\end{cases}$$

The theorem name `hamming_weight` refers to this factor, not to the number of ones in a bit string, which is the usual meaning of "Hamming weight". The exponent is zero or a negative integer, so the Lean expression uses integer powers. The proof splits the product into agreeing and differing qubits and counts the latter.

```lean
/-- The Hamming weight factor is a product of one-qubit factors: 1 where the outcomes
agree and -1/2 where they differ. -/
theorem hamming_weight {N : ℕ} (s t : Bits N) :
    (-2 : ℂ) ^ (-(hammingDist s t : ℤ)) = ∏ m, if s m = t m then (1 : ℂ) else -1 / 2 := by
  rw [Finset.prod_ite, Finset.prod_const_one, one_mul, Finset.prod_const, _root_.zpow_neg,
    _root_.zpow_natCast, ← _root_.inv_pow, show (-2 : ℂ)⁻¹ = -1 / 2 by norm_num]
  simp only [hammingDist, ne_eq]
```

It remains to see what this weight does on a single qubit. For a fixed basis $b$, expanding the projectors requires three sums over outcomes:

$$\sum_{s,t}w=2-1=1,\qquad \sum_{s,t}w\,(-1)^s=\sum_{s,t}w\,(-1)^t=0,\qquad \sum_{s,t}w\,(-1)^{s+t}=2+1=3.$$

The terms linear in $\tau_b$ vanish, which leaves

$$\sum_{s,t}w(s,t)\,\Pi_{b,s}\otimes\Pi_{b,t}=\tfrac14\left(1\otimes1+3\,\tau_b\otimes\tau_b\right).$$

For two qubits, $1\otimes1+\sum_b\tau_b\otimes\tau_b=2S$: the sum $\sum_b\tau_b\otimes\tau_b$ equals $1$ on the triplet and $-3$ on the singlet, where $S$ is $+1$ and $-1$. Summing over the three bases gives

$$\sum_b\sum_{s,t}w(s,t)\,\Pi_{b,s}\otimes\Pi_{b,t}=\tfrac34\Big(1\otimes1+\sum_b\tau_b\otimes\tau_b\Big)=\tfrac32\,S.$$

The Lean statement is this identity for matrix elements. Its intermediate fact `h` is the result for fixed $b$; the sum over bases is then checked for all sixteen choices of $i,j,k,l$ in place of the triplet and singlet argument.

```lean
/-- For one qubit, the weighted sum of pairs of Pauli projectors has the matrix elements
of 3/2 times the swap operator. -/
theorem one_qubit_swap (i j k l : Fin 2) :
    ∑ b, ∑ s, ∑ t, (if s = t then (1 : ℂ) else -1 / 2) * (proj b s i j * proj b t k l)
      = if i = l ∧ k = j then 3 / 2 else 0 := by
  -- the outcome sums leave the identity and the Pauli correlation
  have h : ∀ b, ∑ s, ∑ t, (if s = t then (1 : ℂ) else -1 / 2) *
      (proj b s i j * proj b t k l) = 1 / 4 * ((1 : Matrix (Fin 2) (Fin 2) ℂ) i j *
        (1 : Matrix (Fin 2) (Fin 2) ℂ) k l + 3 * (pauli b i j * pauli b k l)) := by
    intro b
    simp [Fin.sum_univ_two, proj]
    ring
  simp only [h]
  fin_cases i <;> fin_cases j <;> fin_cases k <;> fin_cases l <;>
    simp [pauli, Fin.sum_univ_three] <;> norm_num
```

For $N$ qubits, both the weight and the projectors are products over qubits. Exchanging the sums over strings with the product gives the matrix element in row $(i,k)$ and column $(j,l)$:

$$\prod_m\Big[\sum_{b,s,t}w(s,t)\,(\Pi_{b,s})_{i_mj_m}(\Pi_{b,t})_{k_ml_m}\Big]=\prod_m\tfrac32\,\delta_{i_ml_m}\delta_{k_mj_m}=\left(\tfrac32\right)^N\delta_{il}\,\delta_{kj},$$

where $b,s,t$ inside the bracket refer to one qubit. As an operator identity,

$$\sum_{b,s,t}(-2)^{-D(s,t)}\,E_{b,s}\otimes E_{b,t}=\left(\tfrac32\right)^NS.$$

Both copies carry the same basis list $b$. The final case distinction in the proof says that the product vanishes as soon as one qubit violates the swap condition.

```lean
/-- The tensor products of two outcome projectors in the same Pauli bases, weighted by `(-2)^(-D)`
with `D` the Hamming distance of the outcomes and summed over all bases and outcomes, add up to
`(3/2)^N` times the swap operator. -/
theorem swap_expansion (N : ℕ) :
    ∑ b : Fin N → Fin 3, ∑ s : Bits N, ∑ t : Bits N,
      (-2 : ℂ) ^ (-(hammingDist s t : ℤ)) • (effect b s ⊗ₖ effect b t)
      = (3 / 2 : ℂ) ^ N • swapOp N := by
  ext ⟨i, k⟩ ⟨j, l⟩
  simp only [Matrix.sum_apply, Matrix.smul_apply, Matrix.kroneckerMap_apply, effect,
    Matrix.of_apply, hamming_weight, smul_eq_mul, ← Finset.prod_mul_distrib]
  -- exchange the sums over bases and outcomes with the product over qubits
  calc _ = ∏ m, ∑ b, ∑ s, ∑ t, (if s = t then (1 : ℂ) else -1 / 2) *
          (proj b s (i m) (j m) * proj b t (k m) (l m)) := by
        simp only [Finset.prod_univ_sum, Fintype.piFinset_univ]
    _ = ∏ m, if i m = l m ∧ k m = j m then (3 / 2 : ℂ) else 0 :=
        Finset.prod_congr rfl fun m _ => one_qubit_swap _ _ _ _
    _ = _ := by
        by_cases h : i = l ∧ k = j
        · obtain ⟨rfl, rfl⟩ := h
          simp [swapOp, div_pow]
        · have hm : ∃ m, ¬(i m = l m ∧ k m = j m) := by
            by_contra hc
            push Not at hc
            exact h ⟨funext fun m => (hc m).1, funext fun m => (hc m).2⟩
          obtain ⟨m, hm⟩ := hm
          rw [Finset.prod_eq_zero (Finset.mem_univ m) (if_neg hm)]
          simp [swapOp, h]
```

## From the swap to overlaps and purity

The swap operator turns a tensor product into an ordinary product under the trace. For any two $N$-qubit matrices,

$$\mathrm{Tr}\big[(\rho\otimes\sigma)S\big]=\sum_{i,j,k,l}\rho_{ij}\,\sigma_{kl}\,\delta_{jk}\,\delta_{li}=\sum_{i,j}\rho_{ij}\,\sigma_{ji}=\mathrm{Tr}(\rho\sigma).$$

```lean
/-- The swap trick: the swap expectation on two copies is the trace of the product. -/
theorem swap_trick {N : ℕ} (ρ σ : Matrix (Bits N) (Bits N) ℂ) :
    ((ρ ⊗ₖ σ) * swapOp N).trace = (ρ * σ).trace := by
  simp [Matrix.trace, Matrix.mul_apply, swapOp, Fintype.sum_prod_type]
```

Now multiply the operator identity by $\rho\otimes\sigma$ and take the trace. On the left,

$$\mathrm{Tr}\big[(\rho\otimes\sigma)(E_{b,s}\otimes E_{b,t})\big]=\mathrm{Tr}(\rho E_{b,s})\,\mathrm{Tr}(\sigma E_{b,t}),$$

and on the right stands $(3/2)^N\,\mathrm{Tr}(\rho\sigma)$. Multiplication by $(2/3)^N$ gives

$$\mathrm{Tr}(\rho\sigma)=\left(\tfrac23\right)^N\sum_{b,s,t}(-2)^{-D(s,t)}\,\mathrm{Tr}(\rho E_{b,s})\,\mathrm{Tr}(\sigma E_{b,t}).$$

This holds for arbitrary complex matrices, with complex traces. For two density matrices it expresses their overlap through separate measurements on each, in the same basis lists. No joint operation on two copies is involved; the swap enters only through the algebra.

```lean
/-- The overlap `Tr(ρσ)` of any two `N`-qubit matrices follows from their Born traces in
the same local Pauli bases. -/
theorem overlap_formula {N : ℕ} (ρ σ : Matrix (Bits N) (Bits N) ℂ) :
    (ρ * σ).trace = (2 / 3 : ℂ) ^ N * ∑ b : Fin N → Fin 3, ∑ s : Bits N, ∑ t : Bits N,
      (-2 : ℂ) ^ (-(hammingDist s t : ℤ)) *
        ((ρ * effect b s).trace * (σ * effect b t).trace) := by
  have h := congrArg (fun M => ((ρ ⊗ₖ σ) * M).trace) (swap_expansion N)
  simp only [Matrix.mul_sum, Matrix.trace_sum, Matrix.mul_smul, Matrix.trace_smul,
    ← Matrix.mul_kronecker_mul, Matrix.trace_kronecker, swap_trick, smul_eq_mul] at h
  rw [h, ← mul_assoc, ← mul_pow, show (2 / 3 : ℂ) * (3 / 2) = 1 by norm_num, one_pow, one_mul]
```

For the purity, set $\sigma=\rho$. If $\rho$ is Hermitian, its Born traces are real:

$$\overline{\mathrm{Tr}(\rho E)}=\mathrm{Tr}\big[(\rho E)^\dagger\big]=\mathrm{Tr}(E\rho)=\mathrm{Tr}(\rho E).$$

Each trace therefore equals the real number $P_b(s)$, and the overlap formula becomes the purity formula. In the proof, `hreal` is this reality statement, and `push_cast` moves the embedding of the reals into the complex numbers through the sums.

The theorem `purity_formula` reads: for every $N$ and every Hermitian $N$-qubit matrix $\rho$, the complex number $\mathrm{Tr}(\rho\rho)$ equals the real weighted sum, regarded as a complex number. Density matrices are Hermitian and so are included; positivity and unit trace serve only to make the $P_b(s)$ probabilities. Some condition on $\rho$ is needed, because `prob` discards imaginary parts: for $\rho=i\,1$ all its values vanish, whereas $\mathrm{Tr}\,\rho^2=-2^N$.

The step from here to an experiment is the replacement of ideal Born probabilities by recorded frequencies. These come from finitely many runs with imperfect preparation and readout, and inserting them directly into a quadratic formula generally gives a biased estimate of the purity.

```lean
/-- The purity `Tr(ρ²)` of a Hermitian `N`-qubit matrix is `(2/3)^N` times the sum of
`(-2)^(-D(s,t)) P_b(s) P_b(t)` over all Pauli bases and pairs of outcomes, with `D` the
Hamming distance. -/
theorem purity_formula {N : ℕ} {ρ : Matrix (Bits N) (Bits N) ℂ} (hρ : ρ.IsHermitian) :
    (ρ * ρ).trace = (((2 / 3 : ℝ) ^ N * ∑ b : Fin N → Fin 3, ∑ s : Bits N, ∑ t : Bits N,
      (-2 : ℝ) ^ (-(hammingDist s t : ℤ)) * (prob ρ b s * prob ρ b t) : ℝ) : ℂ) := by
  -- Born traces of a Hermitian matrix are real
  have hreal : ∀ b s, ((prob ρ b s : ℝ) : ℂ) = (ρ * effect b s).trace := by
    intro b s
    have hH : (effect b s)ᴴ = effect b s := by
      ext i j
      simp only [effect, Matrix.conjTranspose_apply, Matrix.of_apply, star_prod]
      refine Finset.prod_congr rfl fun m _ => ?_
      exact congrFun (congrFun (proj_spectral (b m) (s m)).1 (i m)) (j m)
    apply Complex.conj_eq_iff_re.mp
    change star (ρ * effect b s).trace = _
    rw [← Matrix.trace_conjTranspose, Matrix.conjTranspose_mul, hH, hρ.eq,
      Matrix.trace_mul_comm]
  rw [overlap_formula]
  push_cast
  simp only [hreal]

end

end PurityFromPauliMeasurements
```

```lean
#print axioms PurityFromPauliMeasurements.prob_distribution
-- 'PurityFromPauliMeasurements.prob_distribution' depends on axioms: [propext, Classical.choice, Quot.sound]
#print axioms PurityFromPauliMeasurements.purity_formula
-- 'PurityFromPauliMeasurements.purity_formula' depends on axioms: [propext, Classical.choice, Quot.sound]
```
